# The Clapeyron equation along a differentiable coexistence curve, and the ideal-gas vapour-pressure law for constant latent heat

Take two phases whose molar Gibbs energies are linear in temperature $T$ and pressure $P$: $G_i = a_i - s_iT + v_iP$ for $i=1,2$, with constants $a_i$, entropies $s_i$ and volumes $v_i$. If they are equal along a differentiable curve $P=p(T)$, differentiating the equality gives $-s_1+v_1p' = -s_2+v_2p'$, so $p'(v_2-v_1)=s_2-s_1$. For general differentiable Gibbs energies, the same computation applies to their linear parts at a point of the curve.

```lean
import Mathlib

open Set Filter Topology

noncomputable section

namespace ClausiusClapeyron
```

Each phase is described by a function `G : ℝ × ℝ → ℝ` of the pair $(T,P)$, with temperature first. This describes a single substance, with bare real numbers for all quantities in consistent units.

```lean
/-- Molar entropy: minus the temperature derivative of the Gibbs energy at fixed pressure. -/
def entropy (G : ℝ × ℝ → ℝ) (T P : ℝ) : ℝ := -deriv (fun t => G (t, P)) T
```

This is $S=-(\partial G/\partial T)_P$. The expression `fun t => G (t, P)` varies the temperature and holds the pressure fixed.

```lean
/-- Molar volume: the pressure derivative of the Gibbs energy at fixed temperature. -/
def volume (G : ℝ × ℝ → ℝ) (T P : ℝ) : ℝ := deriv (fun q => G (T, q)) P
```

Likewise $V=(\partial G/\partial P)_T$. Lean's `deriv` returns 0 where no derivative exists, so the theorems assume differentiability to make $S$ and $V$ genuine derivatives.

```lean
/-- Molar enthalpy `H = G + T S`. -/
def enthalpy (G : ℝ × ℝ → ℝ) (T P : ℝ) : ℝ := G (T, P) + T * entropy G T P
```

This is $H=G+TS$.

```lean
/-- Along a differentiable curve `P = p(T)`, a Gibbs energy differentiable at the point
considered changes at the rate `-S + V p'`. -/
theorem hasDerivAt_gibbs_along {G : ℝ × ℝ → ℝ} {p : ℝ → ℝ} {p' T₀ : ℝ}
    (hG : DifferentiableAt ℝ G (T₀, p T₀)) (hp : HasDerivAt p p' T₀) :
    HasDerivAt (fun T => G (T, p T))
      (-entropy G T₀ (p T₀) + volume G T₀ (p T₀) * p') T₀ := by
  have hF := hG.hasFDerivAt
  -- the two partial derivatives are values of the total derivative
  have cT : HasDerivAt (fun t : ℝ => (t, p T₀)) ((1 : ℝ), (0 : ℝ)) T₀ :=
    (hasDerivAt_id' T₀).prodMk (hasDerivAt_const T₀ (p T₀))
  have cP : HasDerivAt (fun q : ℝ => (T₀, q)) ((0 : ℝ), (1 : ℝ)) (p T₀) :=
    (hasDerivAt_const (p T₀) T₀).prodMk (hasDerivAt_id' (p T₀))
  have cC : HasDerivAt (fun t : ℝ => (t, p t)) ((1 : ℝ), p') T₀ :=
    (hasDerivAt_id' T₀).prodMk hp
  have hT : HasDerivAt (fun t => G (t, p T₀)) (fderiv ℝ G (T₀, p T₀) (1, 0)) T₀ :=
    HasFDerivAt.comp_hasDerivAt (f := fun t : ℝ => (t, p T₀)) T₀ hF cT
  have hP : HasDerivAt (fun q => G (T₀, q)) (fderiv ℝ G (T₀, p T₀) (0, 1)) (p T₀) :=
    HasFDerivAt.comp_hasDerivAt (f := fun q : ℝ => (T₀, q)) (p T₀) hF cP
  have hC : HasDerivAt (fun t => G (t, p t)) (fderiv ℝ G (T₀, p T₀) (1, p')) T₀ :=
    HasFDerivAt.comp_hasDerivAt (f := fun t : ℝ => (t, p t)) T₀ hF cC
  -- split the direction of the curve into its temperature and pressure parts
  have hsplit : ((1 : ℝ), p') = ((1 : ℝ), (0 : ℝ)) + p' • ((0 : ℝ), (1 : ℝ)) := by simp
  refine hC.congr_deriv ?_
  unfold entropy volume
  rw [hT.deriv, hP.deriv, hsplit, map_add, map_smul, smul_eq_mul]
  ring
```

`HasDerivAt f f' x` says that $f$ has derivative $f'$ at $x$. The curve $(T,p(T))$ has tangent $(1,p')=(1,0)+p'(0,1)$. Applying the total derivative of $G$ and using linearity gives
$$\frac{d}{dT}G(T,p(T))=-S+Vp'.$$
In the proof, `cT`, `cP` and `cC` are the two coordinate directions and the curve; `hT`, `hP` and `hC` apply the chain rule to them, and `hsplit` splits the tangent.

```lean
/-- Clapeyron equation: if two phases with differentiable Gibbs energies coexist along a
differentiable curve `p(T)` near `T₀`, then `p'(T₀) (V₂ - V₁) = S₂ - S₁`. -/
theorem clapeyron {G₁ G₂ : ℝ × ℝ → ℝ} {p : ℝ → ℝ} {T₀ : ℝ}
    (h₁ : DifferentiableAt ℝ G₁ (T₀, p T₀)) (h₂ : DifferentiableAt ℝ G₂ (T₀, p T₀))
    (hp : DifferentiableAt ℝ p T₀)
    (hco : ∀ᶠ T in 𝓝 T₀, G₁ (T, p T) = G₂ (T, p T)) :
    deriv p T₀ * (volume G₂ T₀ (p T₀) - volume G₁ T₀ (p T₀))
      = entropy G₂ T₀ (p T₀) - entropy G₁ T₀ (p T₀) := by
  have e := (hasDerivAt_gibbs_along h₁ hp.hasDerivAt).unique
    ((hasDerivAt_gibbs_along h₂ hp.hasDerivAt).congr_of_eventuallyEq hco)
  linear_combination (-1) * e
```

The hypothesis `hco` reads "for all $T$ in some neighbourhood of $T_0$, the Gibbs energies agree on the curve". Both sides then have the same derivative, so $-S_1+V_1p'=-S_2+V_2p'$, which rearranges to
$$p'(T_0)(V_2-V_1)=S_2-S_1.$$
The proof uses `unique` for the equality of derivatives and `linear_combination` for the rearrangement.

Equality only at $T_0$ is not enough. With $G_1=0$, $G_2=P-T$, $p(T)=1$ and $T_0=1$, the phases agree at that point, yet the left side is 0 and the right side is 1.

Coexistence here means equal Gibbs energies; whether a third phase is more stable is not examined.

```lean
/-- Latent-heat form: for differentiable Gibbs energies and a differentiable coexistence
curve, `T₀ p'(T₀) (V₂ - V₁)` equals the enthalpy difference of the phases. -/
theorem clapeyron_latent_heat {G₁ G₂ : ℝ × ℝ → ℝ} {p : ℝ → ℝ} {T₀ : ℝ}
    (h₁ : DifferentiableAt ℝ G₁ (T₀, p T₀)) (h₂ : DifferentiableAt ℝ G₂ (T₀, p T₀))
    (hp : DifferentiableAt ℝ p T₀)
    (hco : ∀ᶠ T in 𝓝 T₀, G₁ (T, p T) = G₂ (T, p T)) :
    T₀ * deriv p T₀ * (volume G₂ T₀ (p T₀) - volume G₁ T₀ (p T₀))
      = enthalpy G₂ T₀ (p T₀) - enthalpy G₁ T₀ (p T₀) := by
  have h0 := hco.self_of_nhds
  unfold enthalpy
  linear_combination T₀ * clapeyron h₁ h₂ hp hco + h0
```

Since $G_1=G_2$ at $T_0$, we have $H_2-H_1=T_0(S_2-S_1)$. Multiplying the Clapeyron equation by $T_0$ therefore gives $T_0p'(V_2-V_1)=H_2-H_1$, the latent heat. Here `h0` supplies the equality at $T_0$.

```lean
/-- A quantity whose temperature derivative vanishes on an open interval has the same value
at any two temperatures of that interval. -/
theorem eq_of_hasDerivAt_zero {f : ℝ → ℝ} {a b x y : ℝ}
    (h : ∀ t ∈ Ioo a b, HasDerivAt f 0 t) (hx : x ∈ Ioo a b) (hy : y ∈ Ioo a b) :
    f x = f y :=
  isOpen_Ioo.is_const_of_deriv_eq_zero isPreconnected_Ioo
    (fun t ht => (h t ht).differentiableAt.differentiableWithinAt)
    (fun t ht => (h t ht).deriv) hx hy
```

`Ioo a b` is the open interval $(a,b)$. A function with zero derivative throughout it is constant there.

```lean
/-- Converse: if a differentiable curve obeys the Clapeyron equation on a temperature interval,
the Gibbs energies are differentiable at its points, and the phases coexist at one temperature
`T₀` of the interval, then they coexist along the whole curve. -/
theorem coexistence_of_clapeyron {G₁ G₂ : ℝ × ℝ → ℝ} {p : ℝ → ℝ} {a b T₀ : ℝ}
    (h₁ : ∀ T ∈ Ioo a b, DifferentiableAt ℝ G₁ (T, p T))
    (h₂ : ∀ T ∈ Ioo a b, DifferentiableAt ℝ G₂ (T, p T))
    (hp : ∀ T ∈ Ioo a b, DifferentiableAt ℝ p T)
    (hcl : ∀ T ∈ Ioo a b, deriv p T * (volume G₂ T (p T) - volume G₁ T (p T))
      = entropy G₂ T (p T) - entropy G₁ T (p T))
    (hT₀ : T₀ ∈ Ioo a b) (h0 : G₁ (T₀, p T₀) = G₂ (T₀, p T₀)) :
    ∀ T ∈ Ioo a b, G₁ (T, p T) = G₂ (T, p T) := by
  intro T hT
  -- the Gibbs energy difference is stationary along the curve
  have hc : ∀ t ∈ Ioo a b, HasDerivAt (fun t => G₁ (t, p t) - G₂ (t, p t)) 0 t := by
    intro t ht
    refine ((hasDerivAt_gibbs_along (h₁ t ht) (hp t ht).hasDerivAt).fun_sub
      (hasDerivAt_gibbs_along (h₂ t ht) (hp t ht).hasDerivAt)).congr_deriv ?_
    linear_combination (-1) * hcl t ht
  have e : G₁ (T, p T) - G₂ (T, p T) = G₁ (T₀, p T₀) - G₂ (T₀, p T₀) :=
    eq_of_hasDerivAt_zero hc hT hT₀
  linarith
```

Conversely, if the Clapeyron equation holds along the curve, then
$$\frac{d}{dT}(G_1-G_2)=(S_2-S_1)-p'(V_2-V_1)=0.$$
The difference vanishes at $T_0$, hence on the whole interval. `hc` is the zero derivative and `e` the resulting constancy.

Gibbs–Duhem integration in molecular simulation uses this direction: from one known coexistence point of a pure substance, one samples both phases, computes the slope $\Delta H/(T\Delta V)$ when $\Delta V\neq0$, steps along the curve and repeats. The theorem concerns the exact curve, without step or sampling errors.

```lean
/-- Clausius-Clapeyron equation: let two phases with differentiable Gibbs energies coexist along a
differentiable curve `p(T)` near `T₀`. If `T₀`, `p(T₀)` and `R` are positive and the volume
difference is that of an ideal gas, `R T₀ / p`, then `d ln p / dT = ΔH / (R T₀²)`. -/
theorem clausius_clapeyron {G₁ G₂ : ℝ × ℝ → ℝ} {p : ℝ → ℝ} {T₀ R : ℝ}
    (h₁ : DifferentiableAt ℝ G₁ (T₀, p T₀)) (h₂ : DifferentiableAt ℝ G₂ (T₀, p T₀))
    (hp : DifferentiableAt ℝ p T₀)
    (hco : ∀ᶠ T in 𝓝 T₀, G₁ (T, p T) = G₂ (T, p T))
    (hR : 0 < R) (hT : 0 < T₀) (hpos : 0 < p T₀)
    (hgas : volume G₂ T₀ (p T₀) - volume G₁ T₀ (p T₀) = R * T₀ / p T₀) :
    HasDerivAt (fun T => Real.log (p T))
      ((enthalpy G₂ T₀ (p T₀) - enthalpy G₁ T₀ (p T₀)) / (R * T₀ ^ 2)) T₀ := by
  refine (hp.hasDerivAt.log hpos.ne').congr_deriv ?_
  rw [← clapeyron_latent_heat h₁ h₂ hp hco, hgas]
  field_simp
```

The hypothesis `hgas` sets $V_2-V_1=RT_0/p$, with $R$ the gas constant: phase 2 is an ideal vapour, and the condensed phase's volume is neglected. The latent-heat equation becomes $H_2-H_1=RT_0^2\,p'/p$, so
$$\frac{d\ln p}{dT}=\frac{H_2-H_1}{RT_0^2}.$$
The logarithm takes $p$ as a number, measured in a chosen pressure unit.

```lean
/-- Vapour-pressure law: for `R > 0` and `T₁`, `T₂` in an interval of positive temperatures, with
differentiable Gibbs energies and positive differentiable coexistence pressure, ideal-gas volume
difference and constant latent heat `L`, one has `p(T₂) = p(T₁) exp(-(L/R)(1/T₂ - 1/T₁))`. -/
theorem vapour_pressure_law {G₁ G₂ : ℝ × ℝ → ℝ} {p : ℝ → ℝ} {a b R L T₁ T₂ : ℝ}
    (ha : 0 ≤ a) (hR : 0 < R)
    (h₁ : ∀ T ∈ Ioo a b, DifferentiableAt ℝ G₁ (T, p T))
    (h₂ : ∀ T ∈ Ioo a b, DifferentiableAt ℝ G₂ (T, p T))
    (hp : ∀ T ∈ Ioo a b, DifferentiableAt ℝ p T) (hpos : ∀ T ∈ Ioo a b, 0 < p T)
    (hco : ∀ T ∈ Ioo a b, G₁ (T, p T) = G₂ (T, p T))
    (hgas : ∀ T ∈ Ioo a b, volume G₂ T (p T) - volume G₁ T (p T) = R * T / p T)
    (hL : ∀ T ∈ Ioo a b, enthalpy G₂ T (p T) - enthalpy G₁ T (p T) = L)
    (hT₁ : T₁ ∈ Ioo a b) (hT₂ : T₂ ∈ Ioo a b) :
    p T₂ = p T₁ * Real.exp (-(L / R) * (1 / T₂ - 1 / T₁)) := by
  -- `ln p + L / (R T)` is conserved along the coexistence curve
  have hc : ∀ t ∈ Ioo a b,
      HasDerivAt (fun t => Real.log (p t) + L / R * t⁻¹) 0 t := by
    intro t ht
    have ht0 : 0 < t := lt_of_le_of_lt ha ht.1
    have hev : ∀ᶠ s in 𝓝 t, G₁ (s, p s) = G₂ (s, p s) := by
      filter_upwards [Ioo_mem_nhds ht.1 ht.2] with s hs using hco s hs
    have hlog := clausius_clapeyron (h₁ t ht) (h₂ t ht) (hp t ht) hev hR ht0
      (hpos t ht) (hgas t ht)
    rw [hL t ht] at hlog
    exact (hlog.fun_add ((hasDerivAt_inv ht0.ne').const_mul (L / R))).congr_deriv (by ring)
  have e : Real.log (p T₂) + L / R * T₂⁻¹ = Real.log (p T₁) + L / R * T₁⁻¹ :=
    eq_of_hasDerivAt_zero hc hT₂ hT₁
  have e' : Real.log (p T₂) = Real.log (p T₁) + -(L / R) * (1 / T₂ - 1 / T₁) := by
    linear_combination e
  rw [← Real.exp_log (hpos T₂ hT₂), e', Real.exp_add, Real.exp_log (hpos T₁ hT₁)]
```

The hypothesis `hL` neglects the variation of the latent heat $L$ along the curve. Then
$$\frac{d}{dT}\left(\ln p+\frac{L}{RT}\right)=\frac{L}{RT^2}-\frac{L}{RT^2}=0.$$
Equating the bracket at $T_1$ and $T_2$ and exponentiating gives the stated law. `hc` is the conservation statement, and `e'` is its logarithmic form.

```lean
/-- Model vapour with Gibbs energy `L + R T ln P`, for pressures `P > 0`. -/
def idealVapour (R L : ℝ) (x : ℝ × ℝ) : ℝ := L + R * x.1 * Real.log x.2
```

The model vapour has $G=L+RT\ln P$; `x.1` is $T$ and `x.2` is $P$.

```lean
/-- Model vapour pressure `exp(-L / (R T))`, for `R` and `T` nonzero. -/
def vapourPressure (R L T : ℝ) : ℝ := Real.exp (-L / (R * T))
```

Setting that $G$ to zero gives $p=\exp(-L/(RT))$.

```lean
/-- For positive `R` and `T`, the model vapour and a condensed phase of zero Gibbs energy coexist
at the model vapour pressure, with differentiable data, volume difference `R T / p` and latent
heat `L`. -/
theorem vapour_pressure_law_witness {R T : ℝ} (L : ℝ) (hR : 0 < R) (hT : 0 < T) :
    DifferentiableAt ℝ (idealVapour R L) (T, vapourPressure R L T) ∧
    DifferentiableAt ℝ (vapourPressure R L) T ∧ 0 < vapourPressure R L T ∧
    0 = idealVapour R L (T, vapourPressure R L T) ∧
    volume (idealVapour R L) T (vapourPressure R L T)
      - volume (fun _ => 0) T (vapourPressure R L T) = R * T / vapourPressure R L T ∧
    enthalpy (idealVapour R L) T (vapourPressure R L T)
      - enthalpy (fun _ => 0) T (vapourPressure R L T) = L := by
  have hRT : R * T ≠ 0 := (mul_pos hR hT).ne'
  have hP : 0 < vapourPressure R L T := Real.exp_pos _
  refine ⟨?_, ?_, hP, ?_, ?_, ?_⟩
  · have d₁ : DifferentiableAt ℝ (fun x : ℝ × ℝ => x.1) (T, vapourPressure R L T) :=
      differentiableAt_fst
    have d₂ : DifferentiableAt ℝ (fun x : ℝ × ℝ => x.2) (T, vapourPressure R L T) :=
      differentiableAt_snd
    exact ((d₁.const_mul R).mul (d₂.log (by exact hP.ne'))).const_add L
  · unfold vapourPressure
    fun_prop (disch := assumption)
  · have h : R * T * (-L / (R * T)) = -L := by field_simp
    simp only [idealVapour, vapourPressure, Real.log_exp]
    linear_combination (-1) * h
  · have h := ((Real.hasDerivAt_log hP.ne').const_mul (R * T)).const_add L
    have hV : volume (idealVapour R L) T (vapourPressure R L T)
        = R * T * (vapourPressure R L T)⁻¹ := h.deriv
    have hV0 : volume (fun _ => 0) T (vapourPressure R L T) = 0 := by simp [volume]
    rw [hV, hV0]
    ring
  · have h := (((hasDerivAt_id' T).const_mul R).mul_const
      (Real.log (vapourPressure R L T))).const_add L
    have hS : entropy (idealVapour R L) T (vapourPressure R L T)
        = -(R * 1 * Real.log (vapourPressure R L T)) := congrArg Neg.neg h.deriv
    have hS0 : entropy (fun _ => 0) T (vapourPressure R L T) = 0 := by simp [entropy]
    unfold enthalpy
    rw [hS, hS0]
    simp only [idealVapour]
    ring

end ClausiusClapeyron
```

Against a condensed phase with $G=0$, hence zero volume and entropy, the vapour has $V=RT/p$ and $S=-R\ln p$, so $H=L+RT\ln p-RT\ln p=L$. The conjunction lists differentiability, positive pressure, coexistence, the volume difference and the latent heat. As it holds at every $T>0$, this model satisfies the assumptions of `vapour_pressure_law` on any interval of positive temperatures. It is a check of consistency, not a realistic substance: the vapour's heat capacities are $C_P=0$ and $C_V=-R$, which is thermodynamically unstable. Adding the same term $-cT\ln T$ with $c>R$ to both Gibbs energies removes this instability and leaves the coexistence curve, the volume difference and the latent heat unchanged.

```lean
#print axioms ClausiusClapeyron.coexistence_of_clapeyron
#print axioms ClausiusClapeyron.vapour_pressure_law
```

```
'ClausiusClapeyron.coexistence_of_clapeyron' depends on axioms: [propext, Classical.choice, Quot.sound]
'ClausiusClapeyron.vapour_pressure_law' depends on axioms: [propext, Classical.choice, Quot.sound]
```
